# The ground energy of a finite Hermitian matrix is bracketed by its diagonal entries and row couplings

Suppose a Hamiltonian has been written as a matrix in an orthonormal basis, for example one orbital per site of a molecule, but has not been diagonalised. The diagonal entries are the energies of the basis states, and the off-diagonal entries couple them. How far below the lowest diagonal entry can the couplings push the ground energy?

Write $H_{ij}$ for the matrix entries, $E_0$ for the ground energy, and $R_i=\sum_{j\ne i}|H_{ij}|$ for the total coupling of basis state $i$. For a Hermitian matrix on a finite, nonempty basis,
$$\min_i\,(H_{ii}-R_i)\;\le\;E_0\;\le\;\min_i H_{ii}.$$
For such a finite matrix, this gives a quick check on a computed lowest eigenvalue in a tight-binding or configuration-interaction calculation. The lower bound concerns the matrix itself, not a larger Hamiltonian from which it was truncated.

The basis is an index type `n`, declared finite at the start.

In Lean 4 with Mathlib:

```lean
import Mathlib

open Matrix Finset

namespace GroundEnergyBracket

noncomputable section

variable {n : Type*} [Fintype n]
```

A state is a vector $x$ of complex amplitudes $x_i$. Its energy form is $E(x)=\mathrm{Re}\,\langle x,Hx\rangle$, with the first factor conjugated.

```lean
/-- The energy form `⟨x, H x⟩` of a state `x` (its real part). -/
def energy (H : Matrix n n ℂ) (x : n → ℂ) : ℝ := (star x ⬝ᵥ H *ᵥ x).re
```

The squared norm is $\|x\|^2=\sum_i|x_i|^2$, which is where orthonormality of the basis enters.

```lean
/-- The squared norm of a state, the sum of its basis populations. -/
def normSquared (x : n → ℂ) : ℝ := ∑ i, ‖x i‖ ^ 2
```

The ground energy is the infimum of $E(x)$ over states with $\|x\|^2=1$. For Hermitian $H$ this is the lowest eigenvalue, a textbook identification that the theorems below neither state nor need.

```lean
/-- The ground energy: the infimum of the energy over normalised states. -/
def groundEnergy (H : Matrix n n ℂ) : ℝ :=
  sInf (energy H '' {x | normSquared x = 1})
```

The row coupling $R_i$ is `coupling H i`, a sum over all indices except $i$.

```lean
variable [DecidableEq n]

/-- The total strength of the couplings of basis state `i` to all the others. -/
def coupling (H : Matrix n n ℂ) (i : n) : ℝ := ∑ j ∈ univ.erase i, ‖H i j‖
```

## A finite basis with at least one state

Finiteness means that the model has finitely many orbitals, sites or configurations. Nonemptiness means that there is a state to occupy.

By hand, both are used to show that a ground state exists. Normalisation forces $|x_i|\le 1$ for each $i$, so the normalised states form a closed and bounded set in a finite-dimensional space, which is therefore compact. The set contains every basis state, so it is nonempty. The energy is a polynomial in the real and imaginary parts of the amplitudes, hence continuous, and it attains its minimum. The proof follows the same route: `hc` is compactness, `hcont` is continuity, and `hne` supplies a basis state.

```lean
variable {H : Matrix n n ℂ}

/-- The ground energy is attained: it is the least energy of a normalised state. -/
theorem isLeast_groundEnergy [Nonempty n] (H : Matrix n n ℂ) :
    IsLeast (energy H '' {x | normSquared x = 1}) (groundEnergy H) := by
  -- the unit sphere is compact and the energy is continuous
  have hc : IsCompact {x : n → ℂ | normSquared x = 1} := by
    apply Metric.isCompact_of_isClosed_isBounded
    · exact isClosed_eq (by unfold normSquared; fun_prop) continuous_const
    · refine (Metric.isBounded_closedBall (x := (0 : n → ℂ)) (r := 1)).subset ?_
      intro x hx
      rw [mem_closedBall_zero_iff, pi_norm_le_iff_of_nonneg zero_le_one]
      intro i
      have h1 : ‖x i‖ ^ 2 ≤ normSquared x :=
        single_le_sum (f := fun i => ‖x i‖ ^ 2) (fun j _ => sq_nonneg _) (mem_univ i)
      have h2 : normSquared x = 1 := hx
      nlinarith [norm_nonneg (x i)]
  have hcont : Continuous (energy H) := by
    refine Complex.continuous_re.comp
      (?_ : Continuous fun x : n → ℂ => star x ⬝ᵥ H *ᵥ x)
    simp only [dotProduct, mulVec, Pi.star_apply]
    fun_prop
  have hne : {x : n → ℂ | normSquared x = 1}.Nonempty := by
    obtain ⟨i⟩ := ‹Nonempty n›
    refine ⟨Pi.single i 1, ?_⟩
    change normSquared _ = 1
    rw [normSquared, Finset.sum_eq_single i]
    · simp
    · intro k _ hk
      simp [hk]
    · simp
  exact (hc.image hcont).isLeast_sInf (hne.image _)
```

Without finiteness the minimum may be missed: on an infinite basis with diagonal energies $1,\tfrac12,\tfrac13,\dots$ and no couplings, the infimum is $0$ and no normalised state reaches it. Without a basis state there is no normalised state at all, and neither minimum in the bracket has a meaning.

Scaling extends the minimum property to unnormalised trial states. If $x\ne0$, put $c=1/\|x\|$. Then $cx$ is normalised and $E(cx)=c^2E(x)$, so $E_0\le c^2E(x)$, that is,
$$E_0\|x\|^2\le E(x).$$
For $x=0$ both sides vanish. The proof makes the same case distinction.

```lean
/-- The energy form of any trial state, normalised or not, is at least the ground energy times its
squared norm. -/
theorem groundEnergy_mul_le [Nonempty n] (H : Matrix n n ℂ) (x : n → ℂ) :
    groundEnergy H * normSquared x ≤ energy H x := by
  have hs0 : 0 ≤ normSquared x := sum_nonneg fun i _ => sq_nonneg _
  rcases hs0.eq_or_lt with h0 | hs
  · have hx : x = 0 := by
      ext i
      have h := (sum_eq_zero_iff_of_nonneg (fun i _ => sq_nonneg ‖x i‖)).1 h0.symm i (mem_univ i)
      simpa using h
    simp [hx, energy, normSquared]
  · -- normalise the trial state
    obtain ⟨c, hc⟩ : ∃ c : ℝ, c ^ 2 * normSquared x = 1 :=
      ⟨(√(normSquared x))⁻¹, by rw [inv_pow, Real.sq_sqrt hs0, inv_mul_cancel₀ hs.ne']⟩
    have hn : normSquared ((c : ℂ) • x) = 1 := by
      rw [← hc, normSquared, normSquared, mul_sum]
      refine sum_congr rfl fun k _ => ?_
      simp [mul_pow]
    have he : energy H ((c : ℂ) • x) = c ^ 2 * energy H x := by
      have hst : star ((c : ℂ) • x) = (c : ℂ) • star x := by
        ext k
        simp
      unfold energy
      rw [hst, mulVec_smul, smul_dotProduct, dotProduct_smul]
      simp only [smul_eq_mul, Complex.re_ofReal_mul]
      ring
    have hle := (isLeast_groundEnergy H).2 ⟨_, hn, rfl⟩
    rw [he] at hle
    have h := mul_le_mul_of_nonneg_right hle hs0
    have h' : c ^ 2 * energy H x * normSquared x = energy H x := by
      linear_combination energy H x * hc
    linarith
```

## Hermitian symmetry

The hypothesis `H.IsHermitian` says $H_{ji}=\overline{H_{ij}}$: the energies are real, and the coupling from $i$ to $j$ is as strong as the coupling back. The theorems write $H_{ii}$ as `(H i i).re` because the entries are typed as complex numbers.

The lower bound uses the equal strengths. For $j\ne i$,
$$\mathrm{Re}(\overline{x_i}H_{ij}x_j)\ge-|H_{ij}||x_i||x_j|\ge-\tfrac12|H_{ij}|\left(|x_i|^2+|x_j|^2\right),$$
where the second step is $(|x_i|-|x_j|)^2\ge0$. Summing over $i$ and $j\ne i$, the $|x_i|^2$ terms give $-\tfrac12\sum_iR_i|x_i|^2$. The $|x_j|^2$ terms give column sums of $|H_{ij}|$ instead, and Hermitian symmetry makes these equal to the row sums. Adding the diagonal terms,
$$E(x)\ge\sum_i(H_{ii}-R_i)|x_i|^2.$$

In the proof, `w i j` is $|H_{ij}|$ with the diagonal set to zero. The estimate for one term is `hterm`, the equality of strengths is `hsym`, and `hswap` turns column sums into row sums.

```lean
/-- The energy form is bounded below by the populations weighted with the diagonal entries, each
lowered by the total coupling of its row. -/
theorem weighted_le_energy (hH : H.IsHermitian) (x : n → ℂ) :
    ∑ i, ((H i i).re - coupling H i) * ‖x i‖ ^ 2 ≤ energy H x := by
  obtain ⟨w, hw⟩ : ∃ w : n → n → ℝ, ∀ i j, w i j = if j = i then 0 else ‖H i j‖ :=
    ⟨_, fun _ _ => rfl⟩
  have hR : ∀ i, coupling H i = ∑ j, w i j := by
    intro i
    rw [← Finset.add_sum_erase univ (w i) (mem_univ i), hw i i, if_pos rfl, zero_add, coupling]
    exact sum_congr rfl fun j hj => by rw [hw, if_neg (ne_of_mem_erase hj)]
  have hsym : ∀ i j, w i j = w j i := by
    intro i j
    have h : ‖H i j‖ = ‖H j i‖ := by rw [← hH.apply i j, norm_star]
    rw [hw, hw, h]
    simp only [eq_comm]
  have hswap : ∑ i, ∑ j, w i j * ‖x j‖ ^ 2 = ∑ i, ∑ j, w i j * ‖x i‖ ^ 2 := by
    rw [sum_comm]
    exact sum_congr rfl fun i _ => sum_congr rfl fun j _ => by rw [hsym j i]
  -- each coupling term is shared equally between the two populations
  have hterm : ∀ i j, (if j = i then (H i i).re * ‖x i‖ ^ 2 else 0)
      - w i j * ‖x i‖ ^ 2 / 2 - w i j * ‖x j‖ ^ 2 / 2 ≤ (star (x i) * (H i j * x j)).re := by
    intro i j
    rw [hw]
    by_cases h : j = i
    · subst h
      have e : (star (x j) * (H j j * x j)).re = (H j j).re * ‖x j‖ ^ 2 := by
        rw [Complex.sq_norm, Complex.normSq_apply]
        simp only [Complex.star_def, Complex.mul_re, Complex.mul_im, Complex.conj_re,
          Complex.conj_im]
        ring
      rw [e]
      simp
    · rw [if_neg h, if_neg h]
      have h1 := (abs_le.1 (Complex.abs_re_le_norm (star (x i) * (H i j * x j)))).1
      rw [norm_mul, norm_mul, norm_star] at h1
      nlinarith [mul_nonneg (norm_nonneg (H i j)) (sq_nonneg (‖x i‖ - ‖x j‖))]
  have hE : energy H x = ∑ i, ∑ j, (star (x i) * (H i j * x j)).re := by
    simp only [energy, dotProduct, mulVec, Pi.star_apply, mul_sum, Complex.re_sum]
  rw [hE]
  refine le_trans (le_of_eq ?_) (sum_le_sum fun i _ => sum_le_sum fun j _ => hterm i j)
  simp only [sum_sub_distrib, ← sum_div, sum_ite_eq', mem_univ, if_true, hswap, hR, sub_mul,
    sum_mul]
  ring
```

Without this symmetry the lower bound can fail. Number two basis states $0$ and $1$ and take
$$H=\begin{pmatrix}0&0\\2&2\end{pmatrix}.$$
The rows give $0-0=0$ and $2-2=0$, so the proposed lower bound is $0$. The normalised state $(2,-1)/\sqrt5$ has energy $(-4+2)/5=-\tfrac25$, which lies below it. Row $0$ shows no coupling, although column $0$ has one.

Hermitian symmetry also gives the energy form of the unnormalised state made of basis state $i$ with an admixture $b$ of basis state $j$. With $e_i$ for the basis vector,
$$E(e_i+be_j)=H_{ii}+2\,\mathrm{Re}(H_{ij}b)+|b|^2H_{jj},$$
because the two cross terms $H_{ij}b$ and $\overline b H_{ji}$ are complex conjugates. The proof expands the product and replaces $H_{ji}$ by the conjugate of $H_{ij}$.

```lean
/-- The energy form of basis state `i` with an admixture `b` of basis state `j`. -/
theorem energy_admixture (hH : H.IsHermitian) (i j : n) (b : ℂ) :
    energy H (Pi.single i 1 + Pi.single j b)
      = (H i i).re + 2 * (H i j * b).re + ‖b‖ ^ 2 * (H j j).re := by
  have hst : star (Pi.single i 1 + Pi.single j b : n → ℂ)
      = Pi.single i 1 + Pi.single j (star b) := by
    ext k
    simp only [Pi.star_apply, Pi.add_apply, Pi.single_apply]
    split_ifs <;> simp
  have hv : ∀ k, (H *ᵥ (Pi.single i 1 + Pi.single j b)) k = H k i + H k j * b := by
    intro k
    simp [mulVec_add]
    ring
  rw [energy, hst, add_dotProduct, single_dotProduct, single_dotProduct, hv, hv,
    ← hH.apply j i, Complex.sq_norm, Complex.normSq_apply]
  simp only [Complex.star_def, Complex.add_re, Complex.add_im, Complex.mul_re, Complex.mul_im,
    Complex.conj_re, Complex.conj_im, Complex.one_re, Complex.one_im]
  ring
```

The squared norm of this state is $1+|b|^2$, provided that $j\ne i$. If the two indices coincided, the amplitudes would add and the squared norm would be $|1+b|^2$.

```lean
/-- The squared norm of basis state `i` with an admixture `b` of another basis state `j`. -/
theorem normSquared_admixture {i j : n} (hij : j ≠ i) (b : ℂ) :
    normSquared (Pi.single i 1 + Pi.single j b) = 1 + ‖b‖ ^ 2 := by
  have h : ∀ k, ‖(Pi.single i 1 + Pi.single j b : n → ℂ) k‖ ^ 2
      = (if k = i then 1 else 0) + (if k = j then ‖b‖ ^ 2 else 0) := by
    intro k
    simp only [Pi.add_apply, Pi.single_apply]
    split_ifs with h1 h2
    · exact absurd (h2.symm.trans h1) hij
    all_goals simp
  simp only [normSquared, h, sum_add_distrib, sum_ite_eq', mem_univ, if_true]
```

The bracket now follows. In a normalised ground state, the weighted bound is an average of the numbers $H_{ii}-R_i$ with weights $|x_i|^2$ that sum to one, so it is at least the smallest of them. For the upper bound, each $e_i$ is a normalised trial state with energy $H_{ii}$, so $E_0\le H_{ii}$ for every $i$.

In the theorem, `univ.inf' univ_nonempty` is the minimum over all basis states. The first half takes a ground state from `isLeast_groundEnergy` and applies `weighted_le_energy`. The second applies `groundEnergy_mul_le` to `Pi.single i 1`, whose energy comes from the admixture formula with $b=0$. With a single basis state, $R_i=0$ and the bracket closes on $H_{ii}$.

```lean
/-- Two-sided bracket: the ground energy is at least the minimum over `i` of the difference `(H i
i).re - coupling H i`, and at most the least diagonal entry. -/
theorem groundEnergy_bracket [Nonempty n] (hH : H.IsHermitian) :
    univ.inf' univ_nonempty (fun i => (H i i).re - coupling H i) ≤ groundEnergy H ∧
      groundEnergy H ≤ univ.inf' univ_nonempty (fun i => (H i i).re) := by
  constructor
  · -- evaluate the weighted bound in a ground state
    obtain ⟨⟨x, hx, hE⟩, _⟩ := isLeast_groundEnergy H
    have hx' : ∑ i, ‖x i‖ ^ 2 = 1 := hx
    rw [← hE]
    refine le_trans ?_ (weighted_le_energy hH x)
    rw [← mul_one (univ.inf' _ _), ← hx', mul_sum]
    exact sum_le_sum fun i hi => mul_le_mul_of_nonneg_right
      (inf'_le (fun i => (H i i).re - coupling H i) hi) (sq_nonneg _)
  · -- basis states are trial states
    refine le_inf' _ _ fun i _ => ?_
    have h := groundEnergy_mul_le H (Pi.single i 1)
    have hn : normSquared (Pi.single i 1 : n → ℂ) = 1 := by
      rw [normSquared, Finset.sum_eq_single i]
      · simp
      · intro k _ hk
        simp [hk]
      · simp
    have he : energy H (Pi.single i 1) = (H i i).re := by
      simpa using energy_admixture hH i i 0
    rwa [hn, he, mul_one] at h
```

## A ground energy equal to a diagonal entry

The next theorem adds the hypothesis $E_0=H_{ii}$: basis state $i$ already has the ground energy. The conclusion is that $H_{ij}=0$ for every $j\ne i$. Any nonzero coupling of state $i$ therefore puts $E_0$ strictly below $H_{ii}$.

Suppose instead that $H_{ij}\ne0$, and mix in state $j$ with amplitude $b=-t\,\overline{H_{ij}}$ for some $t>0$. Setting $h=|H_{ij}|^2$, the trial-state inequality reads
$$H_{ii}(1+t^2h)\le H_{ii}-2th+t^2h\,H_{jj},$$
which rearranges to
$$th\left[2-t(H_{jj}-H_{ii})\right]\le0.$$
The choice $t=1/(|H_{jj}-H_{ii}|+1)$ makes the bracket positive, a contradiction. In the proof, `htd` records the condition on $t$, `hb` and `hr` evaluate the norm and the cross term, and `hE` replaces $E_0$ by $H_{ii}$.

```lean
/-- If the ground energy equals the diagonal entry of basis state `i`, then that state is
coupled to no other basis state. -/
theorem uncoupled_of_groundEnergy_eq [Nonempty n] (hH : H.IsHermitian) {i : n}
    (hE : groundEnergy H = (H i i).re) {j : n} (hij : j ≠ i) : H i j = 0 := by
  by_contra hne
  have hh : 0 < ‖H i j‖ ^ 2 := pow_pos (norm_pos_iff.2 hne) 2
  -- a small admixture of state `j` with the right phase would lower the energy
  obtain ⟨t, ht, htd⟩ : ∃ t : ℝ, 0 < t ∧ t * ((H j j).re - (H i i).re) < 2 := by
    have hp : 0 < |(H j j).re - (H i i).re| + 1 := by positivity
    refine ⟨1 / (|(H j j).re - (H i i).re| + 1), by positivity, ?_⟩
    rw [one_div_mul_eq_div, div_lt_iff₀ hp]
    linarith [le_abs_self ((H j j).re - (H i i).re), abs_nonneg ((H j j).re - (H i i).re)]
  have hb : ‖-(t : ℂ) * star (H i j)‖ ^ 2 = t ^ 2 * ‖H i j‖ ^ 2 := by
    rw [norm_mul, norm_neg, norm_star, Complex.norm_real, Real.norm_eq_abs, mul_pow, sq_abs]
  have hr : (H i j * (-(t : ℂ) * star (H i j))).re = -t * ‖H i j‖ ^ 2 := by
    rw [Complex.sq_norm, Complex.normSq_apply]
    simp only [Complex.star_def, Complex.mul_re, Complex.mul_im, Complex.conj_re,
      Complex.conj_im, Complex.neg_re, Complex.neg_im, Complex.ofReal_re, Complex.ofReal_im]
    ring
  have h := groundEnergy_mul_le H (Pi.single i 1 + Pi.single j (-(t : ℂ) * star (H i j)))
  rw [normSquared_admixture hij, energy_admixture hH, hb, hr, hE] at h
  have hpos := mul_pos (mul_pos ht hh) (sub_pos.2 htd)
  nlinarith
```

Without $E_0=H_{ii}$ the conclusion can fail: for $H=\begin{pmatrix}0&1\\1&0\end{pmatrix}$ the ground energy is $-1$, both diagonal entries are $0$, and the two states are coupled. Hermitian symmetry is needed too: for $H=\begin{pmatrix}0&1\\-1&0\end{pmatrix}$ the form $E(x)$ vanishes for every $x$, so $E_0=H_{00}=0$ while $H_{01}=1$.

## The sign of the hopping in a dimer

Two sites with equal real energies $a$ and hopping amplitude $-b$ show that the lower bound can be attained.

```lean
/-- The two-site Hamiltonian with equal site energies `a` and hopping amplitude `-b`. -/
def dimer (a b : ℝ) : Matrix (Fin 2) (Fin 2) ℂ := !![(a : ℂ), -(b : ℂ); -(b : ℂ), (a : ℂ)]
```

The hypothesis $b\ge0$ fixes the sign convention in which the even superposition is lowest. Each row has $R_i=|b|=b$, so the lower bound is $a-b$. The normalised state $(1,1)/\sqrt2$ has energy $a-b$, so $E_0\le a-b$, and the two bounds meet.

The proof uses the unnormalised vector `![1, 1]`, with squared norm $2$ and energy form $2(a-b)$, and takes the other inequality from the bracket. The hypothesis enters in `hrow`, where $|b|$ becomes $b$. For $b<0$ the odd superposition is lowest and $E_0=a+b=a-|b|$: the lower bound is still attained, but the formula $a-b$ is wrong.

```lean
/-- Sharpness: for `b ≥ 0` the two-site Hamiltonian has ground energy `a - b`, equal to the
diagonal entry minus the coupling in each row. -/
theorem dimer_lower_bound_sharp (a b : ℝ) (hb : 0 ≤ b) :
    groundEnergy (dimer a b) = a - b ∧
      ∀ i, (dimer a b i i).re - coupling (dimer a b) i = a - b := by
  have hrow : ∀ i, (dimer a b i i).re - coupling (dimer a b) i = a - b := by
    have e0 : univ.erase (0 : Fin 2) = {1} := by decide
    have e1 : univ.erase (1 : Fin 2) = {0} := by decide
    refine Fin.forall_fin_two.2 ⟨?_, ?_⟩
    · rw [coupling, e0, sum_singleton]
      simp [dimer, abs_of_nonneg hb]
    · rw [coupling, e1, sum_singleton]
      simp [dimer, abs_of_nonneg hb]
  have hH : (dimer a b).IsHermitian := by
    ext i j
    fin_cases i <;> fin_cases j <;> simp [dimer]
  refine ⟨le_antisymm ?_ ?_, hrow⟩
  · -- the even superposition, as a trial state, gives the upper bound
    have h := groundEnergy_mul_le (dimer a b) ![1, 1]
    have hn : normSquared (![1, 1] : Fin 2 → ℂ) = 2 := by
      norm_num [normSquared, Fin.sum_univ_two]
    have he : energy (dimer a b) ![1, 1] = 2 * (a - b) := by
      simp [energy, dimer, dotProduct, mulVec, Fin.sum_univ_two]
      ring
    rw [hn, he] at h
    linarith
  · exact le_trans (le_inf' _ _ fun i _ => (hrow i).ge) (groundEnergy_bracket hH).1

end

end GroundEnergyBracket
```

```lean
#print axioms GroundEnergyBracket.groundEnergy_bracket
-- 'GroundEnergyBracket.groundEnergy_bracket' depends on axioms: [propext, Classical.choice, Quot.sound]
#print axioms GroundEnergyBracket.uncoupled_of_groundEnergy_eq
-- 'GroundEnergyBracket.uncoupled_of_groundEnergy_eq' depends on axioms: [propext, Classical.choice, Quot.sound]
#print axioms GroundEnergyBracket.dimer_lower_bound_sharp
-- 'GroundEnergyBracket.dimer_lower_bound_sharp' depends on axioms: [propext, Classical.choice, Quot.sound]
```
